# The condition 2 sin k = sin(a/2) for first-order offset compensation in CORPSE

Offset compensation is taken here to mean that the $2\times2$ propagator of the whole pulse sequence has zero derivative with respect to the resonance offset, evaluated on resonance. This is a condition on the matrix itself, so it holds for every initial spin state. The offset $f=\Delta\omega/\omega_1$ is the detuning $\Delta\omega$ divided by the drive amplitude $\omega_1$, both as angular frequencies, and time is measured by the nominal pulse angle $\theta=\omega_1t$.

CORPSE replaces one rotation by $a$ about $x$ with three pulses, in time order:

| Pulse | Axis | Angle |
|---|---|---|
| first | $+x$ | $\theta_1=2\pi+a/2-k$ |
| second | $-x$ | $\theta_2=2\pi-2k$ |
| third | $+x$ | $\theta_3=a/2-k$ |

For all real $a$ and $k$, the propagator $V(f)$ of the sequence satisfies

$$V'(0)=-i\left(\sin\tfrac a2-2\sin k\right)\sigma_z .$$

With $p=2\pi+a/2-k$ and $q=a/2+k$, the rotation angle on resonance runs, for positive pulse angles, from $0$ up to $p$, back to $q$, and up to $a$. The corresponding integrals obey, for all real $a$ and $k$,

$$\int_0^p e^{ix}dx+\int_q^p e^{ix}dx+\int_q^a e^{ix}dx=2e^{ia/2}\left(\sin\tfrac a2-2\sin k\right).$$

Both expressions vanish exactly when $2\sin k=\sin(a/2)$.

## Setting k in a pulse-sequence code

A code that generates CORPSE angles from $k=\arcsin(\sin(a/2)/2)$ relies on this condition. For $0<a<2\pi$ that choice also makes all three pulse angles positive, so they can be used as durations. For a single spin-1/2 in the rotating frame, with ideal rectangular pulses that follow each other without gaps and a constant offset term $+f\sigma_z/2$ in the Hamiltonian (the opposite sign reverses $V'(0)$), the formula for $V'(0)$ gives a reference value for a finite-difference derivative of the simulated propagator, at compensated and uncompensated $k$ alike. If the code differentiates with respect to $\Delta\omega$ instead of $f$, the reference value must be divided by $\omega_1$.

## The offset derivative, pulse by pulse

Let $s=\pm1$ be the sign of the drive and $\Omega=\sqrt{1+f^2}$ the effective field. The Hamiltonian $(s\sigma_x+f\sigma_z)/2$ generates

$$U_s(f,\theta)=\cos\tfrac{\Omega\theta}2-\frac{i}{\Omega}\sin\tfrac{\Omega\theta}2\,(s\sigma_x+f\sigma_z).$$

Since $\Omega=1$ and $d\Omega/df=0$ at $f=0$, only the explicit factor $f$ contributes to the first derivative:

$$\partial_fU_s(0,\theta)=-i\sin\tfrac\theta2\,\sigma_z .$$

On resonance each pulse is an $x$ rotation. Write $R(\phi)=e^{-i\phi\sigma_x/2}$. The net angle is $\theta_1-\theta_2+\theta_3=a$, so $V(0)=R(a)$.

The product rule gives three terms. Moving $\sigma_z$ to the left with $R(\phi)\sigma_z=\sigma_zR(-\phi)$, and using $\theta_1-\theta_2=q$, $\theta_1-\theta_3=2\pi$, $\theta_2-\theta_3=2\pi-q$ and $R(2\pi)=-1$, they are:

- third pulse differentiated: $-i\sin\frac{\theta_3}2\,\sigma_zR(q)$;
- second pulse differentiated: $-i\sin(\pi-k)\,\sigma_zR(2\pi)=i\sin k\,\sigma_z$;
- first pulse differentiated: $-i\sin\left(\frac{\theta_3}2+\pi\right)\sigma_zR(2\pi-q)=-i\sin\frac{\theta_3}2\,\sigma_zR(-q)$.

Because $R(q)+R(-q)=2\cos(q/2)$, the first and last terms of this list add up to

$$-2i\sin\tfrac{\theta_3}2\cos\tfrac q2\,\sigma_z=-i\left(\sin\tfrac a2-\sin k\right)\sigma_z .$$

Adding the second gives the stated $V'(0)$.

The integrals describe the same error in the frame that follows the on-resonance rotation. There $\sigma_z$ becomes $R(-x)\sigma_zR(x)=\sigma_z\cos x+\sigma_y\sin x$, and for positive pulse angles the real and imaginary parts of the sum of the integrals are the coefficients of $\sigma_z$ and $\sigma_y$ in its time integral. Since $e^{ip}=e^{ia/2}e^{-ik}$ and $e^{iq}=e^{ia/2}e^{ik}$, the sum is

$$\frac{2e^{ip}-2e^{iq}+e^{ia}-1}{i}
=\frac{e^{ia/2}}{i}\left(-4i\sin k+2i\sin\tfrac a2\right),$$

which is the stated product. Neither $-i\sigma_z$ nor $2e^{ia/2}$ is zero, and both equivalences follow.

Finally, let $0<a<2\pi$ and $k=\arcsin(\sin(a/2)/2)$. Then $\sin(a/2)>0$ and $k\le\pi/2$, so $\theta_1$ and $\theta_2$ are positive. If $k\ge a/2$ held, monotonicity of the sine up to $\pi/2$ would give $\sin(a/2)\le\sin k=\sin(a/2)/2$, a contradiction. Hence $\theta_3>0$.

## The Lean file

```lean
import Mathlib

open Complex (I)

namespace CorpsePulse

noncomputable section

/-- The Pauli matrix along z. -/
def sigmaZ : Matrix (Fin 2) (Fin 2) ℂ := !![1, 0; 0, -1]

/-- The Hamiltonian `(s σx + f σz) / 2` of a driven spin with drive sign `s` and offset `f`,
in units of the drive amplitude. -/
def drive (s f : ℝ) : Matrix (Fin 2) (Fin 2) ℂ :=
  !![(f : ℂ) / 2, (s : ℂ) / 2; (s : ℂ) / 2, -(f : ℂ) / 2]

/-- The effective field strength at offset `f`. -/
def rate (f : ℝ) : ℝ := √(1 + f ^ 2)

/-- The cosine amplitude of a pulse of nominal angle `θ` at offset `f`. -/
def cosPart (f θ : ℝ) : ℝ := Real.cos (rate f * θ / 2)

/-- The sine amplitude of a pulse, divided by the effective field strength. -/
def sinPart (f θ : ℝ) : ℝ := Real.sin (rate f * θ / 2) / rate f

/-- The propagator of a pulse of nominal angle `θ` about the axis `s x`, `s = ±1`,
at offset `f`. -/
def pulse (s f θ : ℝ) : Matrix (Fin 2) (Fin 2) ℂ :=
  !![(cosPart f θ : ℂ) - I * ((f * sinPart f θ : ℝ) : ℂ), -I * ((s * sinPart f θ : ℝ) : ℂ);
     -I * ((s * sinPart f θ : ℝ) : ℂ), (cosPart f θ : ℂ) + I * ((f * sinPart f θ : ℝ) : ℂ)]

/-- The CORPSE sequence: three pulses about `+x`, `-x`, `+x`, the first one on the right. -/
def corpse (a k f : ℝ) : Matrix (Fin 2) (Fin 2) ℂ :=
  pulse 1 f (a / 2 - k) * pulse (-1) f (2 * Real.pi - 2 * k) *
    pulse 1 f (2 * Real.pi + a / 2 - k)

/-- The sum of the integrals of `exp (i x)` over the rotation angles swept by the three pulses. -/
def togglingIntegral (a k : ℝ) : ℂ :=
  (∫ x in (0 : ℝ)..(2 * Real.pi + a / 2 - k), Complex.exp (I * x)) +
  (∫ x in (a / 2 + k)..(2 * Real.pi + a / 2 - k), Complex.exp (I * x)) +
  ∫ x in (a / 2 + k)..a, Complex.exp (I * x)

/-- The matrix function `A` has derivative `A'` at `x`, entry by entry. -/
def HasMatrixDerivAt (A : ℝ → Matrix (Fin 2) (Fin 2) ℂ) (A' : Matrix (Fin 2) (Fin 2) ℂ)
    (x : ℝ) : Prop :=
  ∀ i j, HasDerivAt (fun t => A t i j) (A' i j) x

/-- A matrix function is differentiable once its four entries are. -/
theorem HasMatrixDerivAt.of_entries {A : ℝ → Matrix (Fin 2) (Fin 2) ℂ}
    {A' : Matrix (Fin 2) (Fin 2) ℂ} {x : ℝ}
    (h00 : HasDerivAt (fun t => A t 0 0) (A' 0 0) x)
    (h01 : HasDerivAt (fun t => A t 0 1) (A' 0 1) x)
    (h10 : HasDerivAt (fun t => A t 1 0) (A' 1 0) x)
    (h11 : HasDerivAt (fun t => A t 1 1) (A' 1 1) x) : HasMatrixDerivAt A A' x :=
  Fin.forall_fin_two.2 ⟨Fin.forall_fin_two.2 ⟨h00, h01⟩, Fin.forall_fin_two.2 ⟨h10, h11⟩⟩

/-- The product rule for propagators, with the order of the factors kept. -/
theorem HasMatrixDerivAt.mul {A B : ℝ → Matrix (Fin 2) (Fin 2) ℂ}
    {A' B' : Matrix (Fin 2) (Fin 2) ℂ} {x : ℝ}
    (hA : HasMatrixDerivAt A A' x) (hB : HasMatrixDerivAt B B' x) :
    HasMatrixDerivAt (fun t => A t * B t) (A' * B x + A x * B') x := by
  intro i j
  simp only [Matrix.mul_apply, Fin.sum_univ_two, Matrix.add_apply]
  exact (((hA i 0).fun_mul (hB 0 j)).fun_add ((hA i 1).fun_mul (hB 1 j))).congr_deriv (by ring)

/-- The pulse propagator starts at the identity and obeys the Schrödinger equation of the driven
spin, with the nominal angle as time, provided `s ^ 2 = 1`. -/
theorem pulse_schrodinger (s f : ℝ) (hs : s ^ 2 = 1) :
    pulse s f 0 = 1 ∧
    ∀ θ, HasMatrixDerivAt (fun t => pulse s f t) (-I • (drive s f * pulse s f θ)) θ := by
  refine ⟨by simp [pulse, cosPart, sinPart, Matrix.one_fin_two], fun θ => ?_⟩
  have hw : rate f ≠ 0 := (Real.sqrt_pos.2 (by positivity)).ne'
  have hw2 : rate f ^ 2 = 1 + f ^ 2 := Real.sq_sqrt (by positivity)
  have hsC : (s : ℂ) ^ 2 = 1 := by exact_mod_cast hs
  have hlin : HasDerivAt (fun t => rate f * t / 2) (rate f / 2) θ :=
    (((hasDerivAt_id' θ).const_mul (rate f)).div_const 2).congr_deriv (by ring)
  -- the two amplitudes oscillate at half the effective field strength
  have hc : HasDerivAt (fun t => cosPart f t) (-(1 + f ^ 2) / 2 * sinPart f θ) θ :=
    hlin.cos.congr_deriv (by unfold sinPart; rw [← hw2]; field_simp)
  have hS : HasDerivAt (fun t => sinPart f t) (cosPart f θ / 2) θ :=
    (hlin.sin.div_const (rate f)).congr_deriv (by unfold cosPart; field_simp)
  have hf := (hS.const_mul f).ofReal_comp.const_mul I
  have ho := (hS.const_mul s).ofReal_comp.const_mul (-I)
  refine HasMatrixDerivAt.of_entries ((hc.ofReal_comp.fun_sub hf).congr_deriv ?_)
    (ho.congr_deriv ?_) (ho.congr_deriv ?_) ((hc.ofReal_comp.fun_add hf).congr_deriv ?_) <;>
  simp only [Matrix.smul_apply, Matrix.mul_apply, Fin.sum_univ_two, drive, pulse, smul_eq_mul,
    Matrix.of_apply, Matrix.cons_val', Matrix.cons_val_zero, Matrix.cons_val_one,
    Matrix.cons_val_fin_one] <;> push_cast
  · linear_combination (-((f : ℂ) ^ 2 + s ^ 2) * sinPart f θ / 2) * Complex.I_sq +
      (sinPart f θ / 2 : ℂ) * hsC
  · ring
  · ring
  · linear_combination (-((f : ℂ) ^ 2 + s ^ 2) * sinPart f θ / 2) * Complex.I_sq +
      (sinPart f θ / 2 : ℂ) * hsC

/-- The propagator of a pulse on resonance. -/
theorem pulse_resonance (s θ : ℝ) :
    pulse s 0 θ = !![(Real.cos (θ / 2) : ℂ), -I * ((s * Real.sin (θ / 2) : ℝ) : ℂ);
      -I * ((s * Real.sin (θ / 2) : ℝ) : ℂ), (Real.cos (θ / 2) : ℂ)] := by
  simp [pulse, cosPart, sinPart, rate]

/-- On resonance, the derivative of a single pulse with respect to the offset is `-i sin (θ/2) σz`.
-/
theorem pulse_offset_deriv (s θ : ℝ) :
    HasMatrixDerivAt (fun f => pulse s f θ) ((-I * (Real.sin (θ / 2) : ℂ)) • sigmaZ) 0 := by
  have r0 : rate 0 = 1 := by simp [rate]
  -- the effective field strength is stationary on resonance
  have hr : HasDerivAt rate 0 0 := by
    have h : HasDerivAt (fun f : ℝ => 1 + f ^ 2) 0 0 :=
      ((hasDerivAt_pow 2 (0 : ℝ)).const_add 1).congr_deriv (by norm_num)
    exact (h.sqrt (by norm_num)).congr_deriv (by simp)
  have hlin : HasDerivAt (fun f => rate f * θ / 2) 0 0 :=
    ((hr.mul_const θ).div_const 2).congr_deriv (by ring)
  have hc : HasDerivAt (fun f => cosPart f θ) 0 0 := hlin.cos.congr_deriv (by simp)
  have hS : HasDerivAt (fun f => sinPart f θ) 0 0 :=
    (hlin.sin.fun_div hr (by rw [r0]; norm_num)).congr_deriv (by simp)
  have hf : HasDerivAt (fun f => f * sinPart f θ) (Real.sin (θ / 2)) 0 :=
    ((hasDerivAt_id' (0 : ℝ)).fun_mul hS).congr_deriv (by simp [sinPart, r0])
  have hd := hf.ofReal_comp.const_mul I
  have ho := (hS.const_mul s).ofReal_comp.const_mul (-I)
  refine HasMatrixDerivAt.of_entries ((hc.ofReal_comp.fun_sub hd).congr_deriv ?_)
    (ho.congr_deriv ?_) (ho.congr_deriv ?_) ((hc.ofReal_comp.fun_add hd).congr_deriv ?_) <;>
  simp only [Matrix.smul_apply, sigmaZ, smul_eq_mul, Matrix.of_apply, Matrix.cons_val',
    Matrix.cons_val_zero, Matrix.cons_val_one, Matrix.cons_val_fin_one] <;> push_cast <;> ring

/-- On resonance CORPSE is a single x pulse of angle `a`, and its derivative with respect to the
offset is `-i (sin (a/2) - 2 sin k) σz`. -/
theorem corpse_expansion (a k : ℝ) :
    corpse a k 0 = pulse 1 0 a ∧
    HasMatrixDerivAt (corpse a k)
      ((-I * ((Real.sin (a / 2) - 2 * Real.sin k : ℝ) : ℂ)) • sigmaZ) 0 := by
  -- all angles are expressed through `(a/2 - k)/2` and `k`
  have e0 : (2 * Real.pi + a / 2 - k) / 2 = (a / 2 - k) / 2 + Real.pi := by ring
  have e1 : (2 * Real.pi - 2 * k) / 2 = Real.pi - k := by ring
  have e2 : a / 2 = (a / 2 - k) / 2 + (a / 2 - k) / 2 + k := by ring
  have hsin := congrArg Real.sin e2
  have hcos := congrArg Real.cos e2
  rw [Real.sin_add, Real.sin_add, Real.cos_add] at hsin
  rw [Real.cos_add, Real.sin_add, Real.cos_add] at hcos
  have hsc := Real.sin_sq_add_cos_sq ((a / 2 - k) / 2)
  have h := ((pulse_offset_deriv 1 (a / 2 - k)).mul
    (pulse_offset_deriv (-1) (2 * Real.pi - 2 * k))).mul
    (pulse_offset_deriv 1 (2 * Real.pi + a / 2 - k))
  constructor
  · simp only [corpse, pulse_resonance, e0, e1, Real.cos_add_pi, Real.sin_add_pi,
      Real.cos_pi_sub, Real.sin_pi_sub, hsin, hcos]
    generalize Real.sin ((a / 2 - k) / 2) = s
    generalize Real.cos ((a / 2 - k) / 2) = c
    generalize Real.sin k = m
    generalize Real.cos k = K
    refine Matrix.ext (Fin.forall_fin_two.2 ⟨Fin.forall_fin_two.2 ⟨?_, ?_⟩,
      Fin.forall_fin_two.2 ⟨?_, ?_⟩⟩) <;>
    simp only [Matrix.mul_apply, Fin.sum_univ_two, Matrix.of_apply, Matrix.cons_val',
      Matrix.cons_val_zero, Matrix.cons_val_one, Matrix.cons_val_fin_one] <;> push_cast
    · linear_combination (2 * s * c * m + s ^ 2 * K : ℂ) * Complex.I_sq
    · linear_combination (-I * s ^ 2 * m) * Complex.I_sq
    · linear_combination (-I * s ^ 2 * m) * Complex.I_sq
    · linear_combination (2 * s * c * m + s ^ 2 * K : ℂ) * Complex.I_sq
  · refine fun i j => (h i j).congr_deriv ?_
    simp only [pulse_resonance, e0, e1, Real.cos_add_pi, Real.sin_add_pi,
      Real.cos_pi_sub, Real.sin_pi_sub, hsin]
    clear h hsin hcos
    revert i j
    generalize Real.sin ((a / 2 - k) / 2) = s at hsc ⊢
    generalize Real.cos ((a / 2 - k) / 2) = c at hsc ⊢
    generalize Real.sin k = m
    generalize Real.cos k = K
    have hC : (s : ℂ) ^ 2 + (c : ℂ) ^ 2 = 1 := by exact_mod_cast hsc
    refine Fin.forall_fin_two.2 ⟨Fin.forall_fin_two.2 ⟨?_, ?_⟩,
      Fin.forall_fin_two.2 ⟨?_, ?_⟩⟩ <;>
    simp only [Matrix.add_apply, Matrix.smul_apply, Matrix.mul_apply, Fin.sum_univ_two, sigmaZ,
      smul_eq_mul, Matrix.of_apply, Matrix.cons_val', Matrix.cons_val_zero,
      Matrix.cons_val_one, Matrix.cons_val_fin_one] <;> push_cast
    · linear_combination (-3 * I * m * s ^ 2) * Complex.I_sq + 2 * I * m * hC
    · ring
    · ring
    · linear_combination (3 * I * m * s ^ 2) * Complex.I_sq - 2 * I * m * hC

/-- The three integrals add up to `2 exp (i a/2) (sin (a/2) - 2 sin k)`. -/
theorem togglingIntegral_eq (a k : ℝ) :
    togglingIntegral a k = 2 * Complex.exp (I * ((a / 2 : ℝ) : ℂ)) *
      ((Real.sin (a / 2) - 2 * Real.sin k : ℝ) : ℂ) := by
  have hs : ∀ x : ℝ, ((Real.sin x : ℝ) : ℂ) =
      (Complex.exp (-(I * x)) - Complex.exp (I * x)) * I / 2 := by
    intro x
    rw [Complex.ofReal_sin, Complex.sin, show -(x : ℂ) * I = -(I * x) by ring,
      show (x : ℂ) * I = I * x by ring]
  have hp : Complex.exp (I * ((2 * Real.pi + a / 2 - k : ℝ) : ℂ)) =
      Complex.exp (I * ((a / 2 : ℝ) : ℂ)) * Complex.exp (-(I * k)) := by
    rw [show I * ((2 * Real.pi + a / 2 - k : ℝ) : ℂ) =
      (I * ((a / 2 : ℝ) : ℂ) + -(I * k)) + 2 * Real.pi * I by push_cast; ring,
      Complex.exp_add, Complex.exp_two_pi_mul_I, mul_one, Complex.exp_add]
  have hq : Complex.exp (I * ((a / 2 + k : ℝ) : ℂ)) =
      Complex.exp (I * ((a / 2 : ℝ) : ℂ)) * Complex.exp (I * k) := by
    rw [← Complex.exp_add]; congr 1; push_cast; ring
  have ha : Complex.exp (I * (a : ℂ)) =
      Complex.exp (I * ((a / 2 : ℝ) : ℂ)) * Complex.exp (I * ((a / 2 : ℝ) : ℂ)) := by
    rw [← Complex.exp_add]; congr 1; push_cast; ring
  have h0 : Complex.exp (I * ((0 : ℝ) : ℂ)) = 1 := by simp
  have hE : Complex.exp (I * ((a / 2 : ℝ) : ℂ)) * Complex.exp (-(I * ((a / 2 : ℝ) : ℂ))) = 1 := by
    rw [← Complex.exp_add, add_neg_cancel, Complex.exp_zero]
  unfold togglingIntegral
  rw [integral_exp_mul_complex Complex.I_ne_zero, integral_exp_mul_complex Complex.I_ne_zero,
    integral_exp_mul_complex Complex.I_ne_zero, hp, hq, ha, h0, Complex.ofReal_sub,
    Complex.ofReal_mul, hs, hs, Complex.ofReal_ofNat]
  simp only [Complex.div_I]
  linear_combination (-I) * hE

/-- The first-order offset error of CORPSE vanishes exactly when `2 sin k = sin (a/2)`, and the
sum of the three integrals vanishes under the same condition. -/
theorem corpse_compensated_iff (a k : ℝ) :
    (HasMatrixDerivAt (corpse a k) 0 0 ↔ 2 * Real.sin k = Real.sin (a / 2)) ∧
    (togglingIntegral a k = 0 ↔ 2 * Real.sin k = Real.sin (a / 2)) := by
  refine ⟨⟨fun h => ?_, fun h => ?_⟩, ⟨fun h => ?_, fun h => ?_⟩⟩
  · -- derivatives are unique, so the upper left entry of the error is zero
    have e := (h 0 0).unique ((corpse_expansion a k).2 0 0)
    simp only [Matrix.zero_apply, Matrix.smul_apply, sigmaZ, smul_eq_mul, Matrix.of_apply,
      Matrix.cons_val', Matrix.cons_val_zero, Matrix.cons_val_fin_one, mul_one] at e
    have e' := Complex.ofReal_eq_zero.1
      ((mul_eq_zero.1 e.symm).resolve_left (neg_ne_zero.2 Complex.I_ne_zero))
    linarith
  · have e := (corpse_expansion a k).2
    rw [show Real.sin (a / 2) - 2 * Real.sin k = 0 by linarith] at e
    simpa using e
  · rw [togglingIntegral_eq] at h
    have e := Complex.ofReal_eq_zero.1 ((mul_eq_zero.1 h).resolve_left
      (mul_ne_zero two_ne_zero (Complex.exp_ne_zero _)))
    linarith
  · rw [togglingIntegral_eq, show Real.sin (a / 2) - 2 * Real.sin k = 0 by linarith,
      Complex.ofReal_zero, mul_zero]

/-- For a target angle between `0` and `2π`, the choice `k = arcsin (sin (a/2) / 2)` removes the
first-order offset error with three pulses of positive angle. -/
theorem corpse_arcsin (a k : ℝ) (ha : 0 < a) (ha' : a < 2 * Real.pi)
    (hk : k = Real.arcsin (Real.sin (a / 2) / 2)) :
    HasMatrixDerivAt (corpse a k) 0 0 ∧
    0 < 2 * Real.pi + a / 2 - k ∧ 0 < 2 * Real.pi - 2 * k ∧ 0 < a / 2 - k := by
  have hsin : Real.sin k = Real.sin (a / 2) / 2 := by
    rw [hk]
    exact Real.sin_arcsin (by linarith [Real.neg_one_le_sin (a / 2)])
      (by linarith [Real.sin_le_one (a / 2)])
  have hle : k ≤ Real.pi / 2 := by rw [hk]; exact Real.arcsin_le_pi_div_two _
  have hpos : 0 < Real.sin (a / 2) := Real.sin_pos_of_pos_of_lt_pi (by linarith) (by linarith)
  have hpi := Real.pi_pos
  -- the sine is increasing up to a right angle, which forces `k < a/2`
  have hlt : k < a / 2 := by
    by_contra hcon
    have := Real.sin_le_sin_of_le_of_le_pi_div_two (by linarith) hle (not_lt.1 hcon)
    linarith
  exact ⟨(corpse_compensated_iff a k).1.2 (by linarith), by linarith, by linarith, by linarith⟩

end

end CorpsePulse
```

```lean
#print axioms CorpsePulse.pulse_schrodinger
#print axioms CorpsePulse.corpse_compensated_iff
#print axioms CorpsePulse.corpse_arcsin
```

```
'CorpsePulse.pulse_schrodinger' depends on axioms: [propext, Classical.choice, Quot.sound]
'CorpsePulse.corpse_compensated_iff' depends on axioms: [propext, Classical.choice, Quot.sound]
'CorpsePulse.corpse_arcsin' depends on axioms: [propext, Classical.choice, Quot.sound]
```

## How the theorems encode the spin problem

`pulse s f θ` is the closed-form propagator $U_s(f,\theta)$, and `drive s f` is its Hamiltonian. `corpse a k f` multiplies three pulses with the earliest on the right. `togglingIntegral a k` is the sum of the three integrals. `HasMatrixDerivAt` means that each of the four entries has the specified derivative. In `HasMatrixDerivAt (corpse a k) 0 0`, the first zero is the zero matrix and the second is the point $f=0$.

`pulse_schrodinger` ties the closed form to the dynamics: the propagator starts at the identity and satisfies $dU/d\theta=-iHU$, provided $s^2=1$. That hypothesis fixes the drive at full amplitude. Without it the statement fails: at $s=f=0$ the Hamiltonian is zero and the propagator should stay at the identity, but the closed form gives $\cos(\theta/2)$ times the identity, which is the zero matrix at $\theta=\pi$. A code must therefore not switch off the drive by setting $s=0$ in this formula.

`corpse_compensated_iff` contains the two equivalences for all real $a$ and $k$, and `corpse_arcsin` the explicit choice of $k$ with its positive angles. They concern the first derivative at resonance only. They give no bound on the error at finite offset, and they do not treat amplitude errors, pulse shapes or relaxation.

## From entrywise derivatives to the equivalences

`HasMatrixDerivAt.mul` supplies the ordered product rule, and `pulse_offset_deriv` the single-pulse derivative, from the stationarity of `rate` at zero. `corpse_expansion` combines them. Where the derivation above moves $\sigma_z$ through the rotations, Lean expresses all angles through $(a/2-k)/2$ and $k$, then checks the matrix entries with `ring` or with `linear_combination`, the latter using $i^2=-1$ and, for the derivative, $\sin^2+\cos^2=1$.

`togglingIntegral_eq` evaluates the integrals and rewrites the sines as exponentials. In `corpse_compensated_iff`, uniqueness of the derivative in entry `0 0` turns a vanishing matrix derivative into the condition on $k$; for the integrals, the nonzero prefactor is cancelled. `corpse_arcsin` then follows the monotonicity argument given above.
